# Odd-order N-representability inequalities for diagonal reduced densities

Take a finite set of orthonormal spin orbitals, labelled by $i, j, k, \dots$. A determinant is specified by the set $S$ of its occupied orbitals, and these determinants form a basis of Fock space. The occupation number of orbital $i$ in determinant $S$ is

$$n_i(S) = \begin{cases} 1 & i \in S,\\ 0 & i \notin S. \end{cases}$$

A state is a positive semidefinite matrix $D$ in this basis, and its diagonal element $D_{SS}$ is the population of determinant $S$. For a set $T$ of orbitals, the diagonal reduced density is the expectation value of the product of the occupation numbers:

$$\rho_T = \sum_S D_{SS} \prod_{i \in T} n_i(S).$$

The empty product is one, so $\rho_\emptyset = \operatorname{tr} D$, which equals one in a normalised state. The order of $\rho_T$ is the number of orbitals in $T$, written $|T|$. For $i \neq j$, $\rho_{\{i,j\}} = \langle a_i^\dagger a_j^\dagger a_j a_i\rangle$, where $a_i^\dagger$ and $a_i$ create and annihilate a particle in orbital $i$. If a code stores the two-particle matrix with an additional factor $1/2$, that factor has to be removed first.

## The odd-order sum is a population

Let $A$ be a set with an odd number of orbitals. Then

$$\sum_{T \subsetneq A} (-1)^{|T|} \rho_T \;=\; \sum_{S:\ A \subseteq S \ \text{or}\ A \cap S = \emptyset} D_{SS} \;\ge\; 0 .$$

The left side contains only densities of order below $|A|$. The right side is the total population of the determinants in which the orbitals of $A$ are all occupied or all empty. In a normalised state it is the probability of finding $A$ completely filled or completely empty.

For three orbitals in a normalised state the inequality reads

$$1 - \rho_{\{i\}} - \rho_{\{j\}} - \rho_{\{k\}} + \rho_{\{i,j\}} + \rho_{\{i,k\}} + \rho_{\{j,k\}} \ge 0 .$$

It constrains three orbitals at once but needs only one- and two-orbital densities.

The smallest odd order is $|A| = 1$. The only proper subset is then empty, and the statement reduces to $\operatorname{tr} D \ge 0$: a single orbital is always either filled or empty. Order three is the first that constrains the occupations.

## Checking a two-particle density matrix

A code that varies a two-particle reduced density matrix directly, without a wavefunction behind it, can produce a matrix that belongs to no fermionic state. The three-index inequality is an inexpensive test for this: it is linear in the matrix elements and needs only diagonal entries in a chosen orbital basis, but it is a necessary condition and not a sufficient one.

It can detect failures that are missed when each pair of orbitals is tested separately. Suppose that three orbitals each have occupation $1/2$ and that all three pair densities vanish. For each pair, the probabilities of finding both, exactly one or neither orbital occupied are $0$, $1$ and $0$, which is consistent. The three-index expression, however, equals $1 - 3/2 = -1/2$. No normalised state has these densities, because three orbitals cannot be arranged so that exactly one of every two is occupied. This particular example is also rejected by a test that treats the three orbitals together in another way: the covariance matrix of their occupations, with $1/4$ on the diagonal and $-1/4$ elsewhere, has the negative eigenvalue $-1/4$.

Loops over $i, j, k$ need care when indices coincide. The set $\{i,i\}$ is just $\{i\}$, so the density required there is $\rho_{\{i\}}$. The stored element $\langle a_i^\dagger a_i^\dagger a_i a_i \rangle$ is zero by the Pauli principle and is a different quantity. Take $i = j$ occupied and $k$ empty in a single determinant. The correct expression gives $1 - 1 - 1 - 0 + 1 + 0 + 0 = 0$, whereas inserting the stored zero gives $-1$ and flags a valid state as faulty. Restricting the loop to distinct indices avoids the problem.

## From the subset expansion to the inequality

Let $x_i$ be elements of a commutative ring. In the product of the factors $1 - x_i$ over $A$, choose $-x_i$ from the factors in a subset $T$ and $1$ from the others:

$$\prod_{i \in A} (1 - x_i) = \sum_{T \subseteq A} (-1)^{|T|} \prod_{i \in T} x_i .$$

The term $T = A$ is $(-1)^{|A|} \prod_{i \in A} x_i$. Moving it to the other side leaves the proper subsets:

$$\sum_{T \subsetneq A} (-1)^{|T|} \prod_{i \in T} x_i = \prod_{i \in A} (1 - x_i) - (-1)^{|A|} \prod_{i \in A} x_i .$$

For odd $|A|$ the sign $(-1)^{|A|}$ is $-1$, and the right side becomes the sum of the particle product and the hole product:

$$\prod_{i \in A} x_i + \prod_{i \in A} (1 - x_i) = \sum_{T \subsetneq A} (-1)^{|T|} \prod_{i \in T} x_i .$$

Each product on the left contains a term of order $|A|$, and these two terms cancel.

Now set $x_i = n_i(S)$, multiply by $D_{SS}$ and sum over $S$. Both sums are finite, so their order can be exchanged, and the sum over proper subsets becomes

$$\sum_{T \subsetneq A} (-1)^{|T|} \rho_T = \sum_S D_{SS} \Big[ \prod_{i \in A} (1 - n_i(S)) + \prod_{i \in A} n_i(S) \Big].$$

Every factor is zero or one. The particle product is therefore one exactly when $A \subseteq S$, and the hole product is one exactly when $A \cap S = \emptyset$. An odd set is nonempty, so the two cases exclude each other. The bracket is one if $A$ is completely filled or completely empty in $S$, and zero otherwise. This gives the stated population. Since the diagonal elements of a positive semidefinite matrix are nonnegative, the inequality follows.

For the three-index form, write $a, b, c$ for the occupations of $i, j, k$ in one determinant. Then

$$1 - a - b - c + ab + ac + bc = abc + (1-a)(1-b)(1-c),$$

which is one if $a = b = c$ and zero otherwise. Because $a^2 = a$, the product over the set $\{i,j\}$ equals $ab$ even when $i = j$, so the argument also covers coincident indices.

At even order the particle product enters with a minus sign. Let $A$ be nonempty and even, and let the state be the single determinant $S = A$. The hole product is zero and the particle product is one, so the lower-order sum is $0 - 1 = -1$. For two orbitals this is $1 - \rho_{\{i\}} - \rho_{\{j\}} = 1 - 1 - 1$. Thus no nonempty even set of orbitals satisfies the corresponding inequality in all states.

## The Lean file

```lean
import Mathlib

open Finset
open scoped ComplexOrder

namespace OddOrderRepresentability

noncomputable section

variable {ι R : Type*} [DecidableEq ι] [CommRing R]

/-- The product of hole factors `1 - x i` is the alternating sum of the particle products over
all subsets. -/
theorem hole_product_expansion (A : Finset ι) (x : ι → R) :
    ∏ i ∈ A, (1 - x i) = ∑ T ∈ A.powerset, (-1) ^ T.card * ∏ i ∈ T, x i := by
  have h : ∀ i, 1 - x i = (-1) * x i + 1 := fun i => by ring
  simp only [h, Finset.prod_add, Finset.prod_mul_distrib, Finset.prod_const, one_pow, mul_one]

/-- At any order, the alternating sum over proper subsets is the hole product minus the signed
particle product. -/
theorem lower_order_sum (A : Finset ι) (x : ι → R) :
    ∑ T ∈ A.ssubsets, (-1) ^ T.card * ∏ i ∈ T, x i
      = ∏ i ∈ A, (1 - x i) - (-1) ^ A.card * ∏ i ∈ A, x i := by
  -- split the full set off the sum over all subsets
  have h := Finset.sum_erase_add A.powerset
    (fun T => (-1 : R) ^ T.card * ∏ i ∈ T, x i) (Finset.mem_powerset_self A)
  rw [hole_product_expansion, ← h]
  exact (add_sub_cancel_right _ _).symm

/-- At odd order, the particle product plus the hole product contains only products over proper
subsets: the product over all of `A` cancels. -/
theorem particle_add_hole_of_odd (A : Finset ι) (hA : Odd A.card) (x : ι → R) :
    ∏ i ∈ A, x i + ∏ i ∈ A, (1 - x i)
      = ∑ T ∈ A.ssubsets, (-1) ^ T.card * ∏ i ∈ T, x i := by
  rw [lower_order_sum, hA.neg_one_pow]
  ring

/-- The occupation number of orbital `i` in the determinant with occupied set `S`. -/
def occ (S : Finset ι) (i : ι) : ℝ := if i ∈ S then 1 else 0

/-- A product of occupation numbers is one if all its orbitals are occupied, and zero otherwise. -/
theorem prod_occ (A S : Finset ι) : ∏ i ∈ A, occ S i = if A ⊆ S then 1 else 0 := by
  split_ifs with h
  · exact Finset.prod_eq_one (fun i hi => by simp [occ, h hi])
  · obtain ⟨i, hi, hn⟩ := Finset.not_subset.mp h
    exact Finset.prod_eq_zero hi (by simp [occ, hn])

/-- A product of hole numbers is one if all its orbitals are empty, and zero otherwise. -/
theorem prod_hole (A S : Finset ι) :
    ∏ i ∈ A, (1 - occ S i) = if Disjoint A S then 1 else 0 := by
  split_ifs with h
  · exact Finset.prod_eq_one (fun i hi => by simp [occ, Finset.disjoint_left.mp h hi])
  · obtain ⟨i, hi, hn⟩ := Finset.not_disjoint_iff.mp h
    exact Finset.prod_eq_zero hi (by simp [occ, hn])

variable [Fintype ι]

/-- The diagonal reduced density of the orbitals in `T`: the expectation value of the product of
their occupation numbers in the state `D`, a matrix in the basis of determinants. -/
def density (D : Matrix (Finset ι) (Finset ι) ℂ) (T : Finset ι) : ℝ :=
  ∑ S, (D S S).re * ∏ i ∈ T, occ S i

/-- The alternating sum of lower-order densities is the expectation value of the hole product
minus the signed particle product. -/
theorem lower_order_density (D : Matrix (Finset ι) (Finset ι) ℂ) (A : Finset ι) :
    ∑ T ∈ A.ssubsets, (-1) ^ T.card * density D T
      = ∑ S, (D S S).re *
          (∏ i ∈ A, (1 - occ S i) - (-1) ^ A.card * ∏ i ∈ A, occ S i) := by
  simp only [density, Finset.mul_sum]
  rw [Finset.sum_comm]
  refine Finset.sum_congr rfl fun S _ => ?_
  rw [← lower_order_sum A (occ S), Finset.mul_sum]
  exact Finset.sum_congr rfl fun T _ => by ring

/-- For an odd number of orbitals, the alternating sum of lower-order densities is the total
population of the determinants in which these orbitals are all occupied or all empty. -/
theorem odd_order_population (D : Matrix (Finset ι) (Finset ι) ℂ) (A : Finset ι)
    (hA : Odd A.card) :
    ∑ T ∈ A.ssubsets, (-1) ^ T.card * density D T
      = ∑ S with (A ⊆ S ∨ Disjoint A S), (D S S).re := by
  rw [lower_order_density, Finset.sum_filter]
  refine Finset.sum_congr rfl fun S _ => ?_
  rw [prod_occ, prod_hole, hA.neg_one_pow]
  by_cases h1 : A ⊆ S
  · -- an odd set is nonempty, so it cannot be both filled and empty
    have h2 : ¬ Disjoint A S := by
      obtain ⟨i, hi⟩ := Finset.card_pos.mp hA.pos
      exact Finset.not_disjoint_iff.mpr ⟨i, hi, h1 hi⟩
    simp [h1, h2]
  · by_cases h2 : Disjoint A S <;> simp [h1, h2]

/-- Odd-order representability condition: in every positive semidefinite state, the alternating
sum of lower-order densities of an odd number of orbitals is nonnegative. -/
theorem odd_order_condition {D : Matrix (Finset ι) (Finset ι) ℂ} (hD : D.PosSemidef)
    (A : Finset ι) (hA : Odd A.card) :
    0 ≤ ∑ T ∈ A.ssubsets, (-1) ^ T.card * density D T := by
  rw [odd_order_population D A hA]
  exact Finset.sum_nonneg fun S _ => (Complex.nonneg_iff.mp hD.diag_nonneg).1

/-- The three-index condition on the one- and two-orbital densities of a normalised state. -/
theorem three_index_condition {D : Matrix (Finset ι) (Finset ι) ℂ} (hD : D.PosSemidef)
    (htr : D.trace = 1) (i j k : ι) :
    0 ≤ 1 - density D {i} - density D {j} - density D {k}
      + density D {i, j} + density D {i, k} + density D {j, k} := by
  have h1 : ∑ S, (D S S).re = 1 := by
    have h := congrArg Complex.re htr
    simpa [Matrix.trace, Complex.re_sum] using h
  -- collect everything into one average over determinants
  have key : (∑ S, (D S S).re) - density D {i} - density D {j} - density D {k}
      + density D {i, j} + density D {i, k} + density D {j, k}
      = ∑ S, (D S S).re * (1 - ∏ a ∈ {i}, occ S a - ∏ a ∈ {j}, occ S a - ∏ a ∈ {k}, occ S a
        + ∏ a ∈ {i, j}, occ S a + ∏ a ∈ {i, k}, occ S a + ∏ a ∈ {j, k}, occ S a) := by
    simp only [density, mul_add, mul_sub, mul_one, Finset.sum_add_distrib,
      Finset.sum_sub_distrib]
  rw [h1] at key
  rw [key]
  refine Finset.sum_nonneg fun S _ =>
    mul_nonneg (Complex.nonneg_iff.mp hD.diag_nonneg).1 ?_
  simp only [prod_occ]
  by_cases hi : i ∈ S <;> by_cases hj : j ∈ S <;> by_cases hk : k ∈ S <;>
    norm_num [hi, hj, hk, Finset.insert_subset_iff]

/-- The density matrix of the single determinant with occupied set `A`. -/
def determinantState (A : Finset ι) : Matrix (Finset ι) (Finset ι) ℂ :=
  Matrix.diagonal fun S => if S = A then 1 else 0

/-- For every nonempty even set of orbitals, the determinant occupying exactly these orbitals is
a normalised state whose alternating sum of lower-order densities is `-1`. -/
theorem even_order_violation (A : Finset ι) (hne : A.Nonempty) (hA : Even A.card) :
    (determinantState A).PosSemidef ∧ (determinantState A).trace = 1 ∧
      ∑ T ∈ A.ssubsets, (-1) ^ T.card * density (determinantState A) T = -1 := by
  refine ⟨?_, ?_, ?_⟩
  · refine Matrix.posSemidef_diagonal_iff.mpr fun S => ?_
    split_ifs <;> simp
  · simp [determinantState, Matrix.trace_diagonal]
  · rw [lower_order_density, Finset.sum_eq_single A]
    · -- only the determinant `A` itself is populated
      rw [prod_occ, prod_hole, hA.neg_one_pow]
      simp [determinantState, hne.ne_empty]
    · intro S _ hS
      simp [determinantState, hS]
    · intro h
      exact absurd (Finset.mem_univ A) h

end

end OddOrderRepresentability
```

```lean
#print axioms OddOrderRepresentability.particle_add_hole_of_odd
-- 'OddOrderRepresentability.particle_add_hole_of_odd' depends on axioms: [propext, Classical.choice, Quot.sound]
#print axioms OddOrderRepresentability.odd_order_condition
-- 'OddOrderRepresentability.odd_order_condition' depends on axioms: [propext, Classical.choice, Quot.sound]
#print axioms OddOrderRepresentability.three_index_condition
-- 'OddOrderRepresentability.three_index_condition' depends on axioms: [propext, Classical.choice, Quot.sound]
#print axioms OddOrderRepresentability.even_order_violation
-- 'OddOrderRepresentability.even_order_violation' depends on axioms: [propext, Classical.choice, Quot.sound]
```

## Reading the Lean statements

The type `ι` labels the orbitals. The algebraic theorems accept any such type and a finite set `A` in it; the theorems about states require `ι` itself to be finite. A determinant is an element of `Finset ι`, so a state is a complex matrix `D` indexed by sets of orbitals. `A.powerset` contains all subsets of `A`, and `A.ssubsets` only the proper ones.

The function `occ S i` is $n_i(S)$, and `density D T` is $\rho_T$. The definition takes the real part of each diagonal element so that the density is a real number. For a positive semidefinite matrix these elements are already real, and nothing is lost.

`particle_add_hole_of_odd` is the ring identity. `odd_order_population` is the population formula, which holds for any matrix `D` if populations are read as real parts of diagonal elements. `odd_order_condition` adds the hypothesis `D.PosSemidef` and concludes nonnegativity. It does not require normalisation, because the empty subset contributes the trace. `three_index_condition` assumes `D.trace = 1`, which turns that contribution into the explicit $1$, and places no restriction on whether `i`, `j` and `k` are distinct.

`even_order_violation` states three things about `determinantState A` for nonempty even `A`: it is positive semidefinite, it has trace one, and its lower-order sum is $-1$.

## How the Lean proofs follow the algebra

`hole_product_expansion` rewrites $1 - x_i$ as $(-1)x_i + 1$ and applies `Finset.prod_add`, which makes the choice of a subset $T$. `lower_order_sum` separates the full set with `Finset.sum_erase_add`, and `particle_add_hole_of_odd` inserts the odd sign.

`prod_occ` and `prod_hole` turn the products into indicators. If the condition holds, every factor is one; if it fails, some orbital supplies a zero factor. `lower_order_density` exchanges the sums over $T$ and $S$ with `Finset.sum_comm` and then uses the algebraic identity for each determinant.

In `odd_order_population`, the case split on `A ⊆ S` and `Disjoint A S` evaluates the bracket. The oddness of `A` is used twice, for the sign and for the existence of an orbital that rules out both cases holding together. `odd_order_condition` then needs only `hD.diag_nonneg`.

The proof of `three_index_condition` does not go through the general theorem, since coincident indices would give a set with fewer than three elements. It gathers the expression into one average over determinants, called `key`, and checks the eight combinations of occupied and empty orbitals. In `even_order_violation`, `Finset.sum_eq_single A` reduces the average to the one populated determinant.

## Diagonal, necessary and exact conditions

The inequalities concern diagonal densities in one fixed orbital basis. The three-index condition known as T1 requires a whole matrix, built from products of three creation or annihilation operators, to be positive semidefinite. For distinct $i, j, k$ the three-index expression is a diagonal element of that matrix, so the inequality proved here for three distinct orbitals is a consequence of T1. The file says nothing about the off-diagonal content of T1.

The conditions are necessary. A set of densities that passes them may still come from no state, and the file contains no converse.

States live on the whole Fock space of finitely many orbitals. Particle number is not fixed, and coherences between determinants are allowed but do not affect the result. States with a definite particle number are included as special cases, but no constraint specific to a given number is used. The Hamiltonian plays no part, so interacting and non-interacting states are treated alike.

The theorems use exact real and complex numbers. A floating-point test needs a tolerance suited to the accuracy of the stored densities: a small negative value may be rounding or incomplete convergence, while a negative value whose magnitude is well above the tolerance shows that the diagonal entries, as read by the code, belong to no normalised state.
